# The hydrogen dipole Sternheimer operator maps rational polynomials vanishing at the origin bijectively onto all rational polynomials

Write the radial response of the hydrogen 1s state to a dipole field as $f(r)e^{-r}$, in atomic units. The Sternheimer operator for the factor $f$, that is, the Hamiltonian minus the ground-state energy with $e^{-r}$ divided out,

$$L_1 f=-\tfrac12 f''+f'-\frac{f'}{r}+\frac{f}{r^2}$$

sends the polynomials $f$ with rational coefficients and $f(0)=0$ one-to-one onto all polynomials with rational coefficients. For a field of any multipole order $l\neq0$, every order of the frequency expansion has exactly one solution of the form $r^l$ times a rational polynomial, and the radial overlap integrals of these solutions, taken with the weight $r^2e^{-2r}$, are rational.

## From the Hamiltonian to a triangular system

In atomic units, the radial Hamiltonian of angular momentum $l$ is

$$H_l u=-\tfrac12u''-\frac{u'}{r}+\frac{l(l+1)}{2r^2}u-\frac{u}{r}.$$

The ground state is proportional to $e^{-r}$ and has energy $-\tfrac12$. Write the response as $u=fe^{-r}$. Then $u'=(f'-f)e^{-r}$ and $u''=(f''-2f'+f)e^{-r}$. In $(H_l+\tfrac12)u$ the terms $\pm f/2$ cancel, and so do the terms $\pm f/r$, which leaves

$$(H_l+\tfrac12)(fe^{-r})=e^{-r}L_lf,\qquad L_lf=-\tfrac12f''+f'-\frac{f'}{r}+\frac{l(l+1)}{2r^2}f.$$

Now put $f=r^lg$. Differentiating once and twice gives

$$rf'=r^l(lg+rg'),\qquad r^2f''=r^l\bigl(l(l-1)g+2l\,rg'+r^2g''\bigr).$$

When these are inserted into $r^2L_lf$, the terms in $g$ without a further factor of $r$ add up to $-\tfrac12l(l-1)-l+\tfrac12l(l+1)=0$. The remainder is

$$L_l(r^lg)=\frac{r^l}{r}M_lg,\qquad M_lg=lg+rg'-(l+1)g'-\tfrac12rg''.$$

If $g_k$ is the coefficient of $r^k$ in $g$, then

$$(M_lg)_k=(l+k)g_k-\frac{(k+1)(2l+k+2)}2\,g_{k+1}.$$

For $l\neq0$ every diagonal entry $l+k$ is positive. Given a polynomial $h$, the equation $M_lg=h$ is therefore solved from the highest power downwards, by division by $l+k$ at each step. The solution is unique, because the leading coefficient of a nonzero $g$ is only multiplied by a nonzero number. For $l=1$ the prefactor $r^l/r$ is 1, and $f=rg$ runs over exactly the polynomials with $f(0)=0$, which gives the bijection.

In the smallest case, $l=0$, the first diagonal entry vanishes and $M_0$ annihilates constants. A constant $f$ merely rescales the ground state.

## Frequency orders and one worked coefficient

For a field of unit strength and frequency $\omega$, the response factor obeys, up to a constant factor, $(L_l-\omega)F=r^l$, together with the same equation for $-\omega$. Expanding $F=\sum_{n\ge0}\omega^nF_{n+1}$ gives

$$F_0=r^l,\qquad L_lF_{n+1}=F_n.$$

With $F_n=r^lG_n$ this becomes $M_lG_{n+1}=rG_n$, so each order is one more triangular solve. The overlaps $\int_0^\infty r^2F_mF_ne^{-2r}\,dr$ are sums of rational multiples of

$$\int_0^\infty r^ke^{-2r}\,dr=\frac{k!}{2^{k+1}},$$

and are therefore rational. They use the unnormalised $e^{-r}$; the normalised radial function $2e^{-r}$ multiplies each of them by 4.

In a program, the solve is a short back-substitution loop in exact fractions. For $l=1$ it gives

$$F_1=r+\tfrac12r^2,\qquad F_2=\tfrac{11}6r+\tfrac{11}{12}r^2+\tfrac16r^3,$$

and the $\omega^2$ coefficient of the dipole polarizability is

$$\frac83\int_0^\infty r^2F_1F_2e^{-2r}\,dr=\frac{319}{12}.$$

The factor $\tfrac83$ is the product of 2 from the two signs of $\omega$, $\tfrac13$ from the angular average of $\cos^2\theta$, and 4 from the normalisation. The coefficient first appears as the overlap of $F_0$ with $F_3$; this equals the overlap of $F_1$ with $F_2$, because the Hamiltonian is symmetric. These particular values are worked by hand here; the theorems below establish existence, uniqueness and rationality. For this non-relativistic one-electron atom with a fixed nucleus, such fractions give exact reference values for a numerical radial response solver.

## The operators in Lean

```lean
import Mathlib

open Polynomial MeasureTheory Set

namespace HydrogenSternheimer

noncomputable section
```

The first two definitions take a real function and use its actual derivatives. They are $H_l$ and $L_l$, meant for $r\neq0$.

```lean
/-- The radial hydrogen Hamiltonian of angular momentum `l` in atomic units, for `r ≠ 0`. -/
def radialHam (l : ℕ) (u : ℝ → ℝ) (r : ℝ) : ℝ :=
  -(deriv (deriv u) r) / 2 - deriv u r / r + l * (l + 1) / (2 * r ^ 2) * u r - u r / r

/-- The Sternheimer operator `-f''/2 + f' - f'/r + l(l+1)f/(2r²)`, for `r ≠ 0`. -/
def radialOp (l : ℕ) (f : ℝ → ℝ) (r : ℝ) : ℝ :=
  -(deriv (deriv f) r) / 2 + deriv f r - deriv f r / r + l * (l + 1) / (2 * r ^ 2) * f r
```

The third, `reduced l`, is $M_l$ as an algebraic operation on `ℚ[X]`, the polynomials with rational coefficients.

```lean
/-- The polynomial operator `l g + r g' - (l+1) g' - r g''/2`. -/
def reduced (l : ℕ) (g : ℚ[X]) : ℚ[X] :=
  C (l : ℚ) * g + X * derivative g - C ((l : ℚ) + 1) * derivative g
    - C (1 / 2 : ℚ) * (X * derivative (derivative g))
```

The expression `aeval s p` is the value of the rational polynomial `p` at the real number `s`. Two lemmas identify the analytic derivative with the formal one, without and with the factor $e^{-s}$.

```lean
private lemma deriv_poly (p : ℚ[X]) :
    deriv (fun s : ℝ => aeval s p) = fun s => aeval s (derivative p) :=
  funext fun s => (p.hasDerivAt_aeval s).deriv

private lemma deriv_poly_exp (p : ℚ[X]) :
    deriv (fun s : ℝ => aeval s p * Real.exp (-s)) =
      fun s => aeval s (derivative p - p) * Real.exp (-s) := by
  funext s
  have h : HasDerivAt (fun s : ℝ => aeval s p * Real.exp (-s))
      (aeval s (derivative p) * Real.exp (-s) + aeval s p * (Real.exp (-s) * (-1))) s :=
    (p.hasDerivAt_aeval s).fun_mul ((hasDerivAt_id' s).fun_neg.exp)
  rw [h.deriv, map_sub]
  ring
```

The conjugation step then follows by inserting both derivatives and collecting terms with `ring`. It is stated for rational polynomial factors, the only ones needed.

```lean
/-- On a rational polynomial times `e^{-r}`, the Hamiltonian plus `1/2` acts as the Sternheimer
operator on the polynomial factor. -/
theorem ham_add_half (l : ℕ) (p : ℚ[X]) (r : ℝ) :
    radialHam l (fun s => aeval s p * Real.exp (-s)) r + 1 / 2 * (aeval r p * Real.exp (-r))
      = radialOp l (fun s => aeval s p) r * Real.exp (-r) := by
  simp only [radialHam, radialOp, deriv_poly_exp, deriv_poly]
  simp only [map_sub]
  ring
```

## Removing the factor $r^l$

The lemma `euler` is the formula for $rf'$. It is split into $l=0$ and $l=n+1$ because the derivative of $X^l$ involves the exponent $l-1$.

```lean
private lemma derivative_X_mul' (q : ℚ[X]) : derivative (X * q) = q + X * derivative q := by
  rw [derivative_mul, derivative_X, one_mul]

private lemma euler (l : ℕ) (g : ℚ[X]) :
    X * derivative (X ^ l * g) = X ^ l * (C (l : ℚ) * g + X * derivative g) := by
  cases l with
  | zero => simp
  | succ n =>
    simp only [derivative_mul, derivative_X_pow, Nat.add_sub_cancel]
    ring
```

In the next theorem, `h1` is Euler's identity and `h2` is the same identity applied a second time, which supplies $r^2f''$. The final `linear_combination` adds them with the weights that $r\,d/dr$ and its square have when $L_l$ is written in terms of them.

```lean
/-- For a rational polynomial `g` and `r ≠ 0`, the Sternheimer operator on `r^l g(r)` gives `r^l /
r` times the reduced operator on `g`. -/
theorem radialOp_multipole (l : ℕ) (g : ℚ[X]) {r : ℝ} (hr : r ≠ 0) :
    radialOp l (fun s => aeval s (X ^ l * g)) r = aeval r (X ^ l * reduced l g) / r := by
  -- Euler's identity once and twice gives the first and second derivatives
  have h1 := congrArg (aeval r) (euler l g)
  have h2 := euler l (C (l : ℚ) * g + X * derivative g)
  rw [← euler l g, derivative_X_mul'] at h2
  simp only [derivative_add, derivative_C_mul, derivative_X_mul'] at h2
  replace h2 := congrArg (aeval r) h2
  have half : aeval r (C (1 / 2 : ℚ)) = (1 / 2 : ℝ) := by
    rw [aeval_C]; norm_num
  simp only [radialOp, deriv_poly]
  simp only [reduced, map_mul, map_add, map_sub, map_pow, map_one,
    aeval_X, map_natCast, half] at h1 h2 ⊢
  generalize r ^ l = R at h1 h2 ⊢
  linear_combination (norm := (field_simp; ring))
    (1 / r - 1 / (2 * r ^ 2)) * h1 - 1 / (2 * r ^ 2) * h2
```

## Inverting the triangular operator

The coefficient formula is the one derived above, with the same index $k$.

```lean
/-- The reduced operator couples each power of `r` only to itself and to the next lower one. -/
theorem coeff_reduced (l : ℕ) (g : ℚ[X]) (k : ℕ) :
    (reduced l g).coeff k =
      (l + k) * g.coeff k - (k + 1) * (2 * l + k + 2) / 2 * g.coeff (k + 1) := by
  cases k with
  | zero =>
    simp only [reduced, coeff_sub, coeff_add, coeff_C_mul, coeff_X_mul_zero, coeff_derivative]
    push_cast
    ring
  | succ k =>
    simp only [reduced, coeff_sub, coeff_add, coeff_C_mul, coeff_X_mul, coeff_derivative]
    push_cast
    ring
```

Lean organises the downward solve as an induction on monomials. To reach $a\,r^{n+1}$, it starts from $\frac{a}{l+n+1}r^{n+1}$, which also produces a multiple of $r^n$. The induction hypothesis supplies a polynomial that cancels this multiple.

```lean
private lemma reduced_monomial (l : ℕ) (hl : l ≠ 0) (n : ℕ) :
    ∀ a : ℚ, ∃ g, reduced l g = monomial n a := by
  have hl' : (0 : ℚ) < l := by exact_mod_cast Nat.pos_of_ne_zero hl
  induction n with
  | zero =>
    intro a
    refine ⟨monomial 0 (a / l), ?_⟩
    ext k
    rw [coeff_reduced]
    by_cases h : 0 = k
    · subst h
      simp
      field_simp
    · simp [coeff_C, Ne.symm h]
  | succ n ih =>
    intro a
    have hd : (l : ℚ) + n + 1 ≠ 0 := by positivity
    -- the lower power produced by the leading term is removed by the induction hypothesis
    obtain ⟨g, hg⟩ := ih ((n + 1) * (2 * l + n + 2) / 2 * (a / (l + n + 1)))
    refine ⟨monomial (n + 1) (a / (l + n + 1)) + g, ?_⟩
    have hadd : ∀ p q, reduced l (p + q) = reduced l p + reduced l q := by
      intro p q
      simp only [reduced, derivative_add]
      ring
    rw [hadd, hg]
    ext k
    rw [coeff_add, coeff_reduced]
    simp only [coeff_monomial]
    by_cases h1 : n + 1 = k
    · subst h1
      simp
      field_simp
      ring
    · by_cases h2 : n = k
      · subst h2
        simp
      · simp [h1, h2]
```

The bijectivity theorem covers both directions. For $l=0$ the polynomials 1 and 0 have the same image. For $l\neq0$ injectivity follows from the leading coefficient of a difference `p - q`, and surjectivity from adding up monomials.

```lean
/-- The reduced operator is a bijection of the rational polynomials exactly when the angular
momentum is nonzero. -/
theorem reduced_bijective_iff (l : ℕ) : Function.Bijective (reduced l) ↔ l ≠ 0 := by
  constructor
  · rintro h rfl
    exact one_ne_zero (h.1 (show reduced 0 (1 : ℚ[X]) = reduced 0 0 by simp [reduced]))
  · intro hl
    constructor
    · intro p q hpq
      have h0 : reduced l (p - q) = 0 := by
        rw [← sub_eq_zero.mpr hpq]
        simp only [reduced, derivative_sub]
        ring
      by_contra hne
      -- the leading coefficient is multiplied by `l + degree`
      have hc := coeff_reduced l (p - q) (p - q).natDegree
      rw [h0, coeff_zero, coeff_eq_zero_of_natDegree_lt (Nat.lt_succ_self _), mul_zero,
        sub_zero] at hc
      have hl' : (0 : ℚ) < l := by exact_mod_cast Nat.pos_of_ne_zero hl
      have hd : (l : ℚ) + (p - q).natDegree ≠ 0 := by positivity
      exact mul_ne_zero hd (leadingCoeff_ne_zero.mpr (sub_ne_zero.mpr hne)) hc.symm
    · intro h
      induction h using Polynomial.induction_on' with
      | add p q hp hq =>
        obtain ⟨a, rfl⟩ := hp
        obtain ⟨b, rfl⟩ := hq
        refine ⟨a + b, ?_⟩
        simp only [reduced, derivative_add]
        ring
      | monomial n a => exact reduced_monomial l hl n a
```

In the dipole theorem, the subtype `{f : ℚ[X] // f.eval 0 = 0}` encodes the condition $f(0)=0$, and `≃` denotes a bijection with its inverse. The second half of the statement ties `T` to the differential operator at every $r>0$. The proof divides $f$ by $X$ with `divX`, applies $M_1$, and uses the preceding theorem.

```lean
/-- The dipole Sternheimer operator maps the rational polynomials with `f(0) = 0` bijectively
onto all rational polynomials. -/
theorem dipole_bijection :
    ∃ T : {f : ℚ[X] // f.eval 0 = 0} ≃ ℚ[X], ∀ f (r : ℝ), 0 < r →
      radialOp 1 (fun s => aeval s f.1) r = aeval r (T f) := by
  have hX : ∀ f : ℚ[X], f.eval 0 = 0 → X ^ 1 * divX f = f := by
    intro f hf
    have h := divX_mul_X_add f
    rw [coeff_zero_eq_eval_zero, hf, C_0, add_zero] at h
    rw [pow_one, mul_comm, h]
  have hb := (reduced_bijective_iff 1).mpr one_ne_zero
  refine ⟨Equiv.ofBijective (fun f => reduced 1 f.1.divX) ⟨?_, ?_⟩, ?_⟩
  · intro f g h
    apply Subtype.ext
    rw [← hX f.1 f.2, ← hX g.1 g.2, hb.1 h]
  · intro h
    obtain ⟨g, hg⟩ := hb.2 h
    refine ⟨⟨X * g, by simp⟩, ?_⟩
    have hd : divX (X * g) = g := by
      ext n
      rw [coeff_divX, coeff_X_mul]
    simp only [hd, hg]
  · intro f r hr
    have h := radialOp_multipole 1 f.1.divX hr.ne'
    rw [hX f.1 f.2] at h
    rw [h]
    change aeval r (X ^ 1 * reduced 1 f.1.divX) / r = aeval r (reduced 1 f.1.divX)
    simp only [map_mul, pow_one, aeval_X]
    field_simp
```

## All orders in frequency

The next lemma turns the differential equation on the half-line into $M_lg=Xh$. Two polynomials that agree at all $r>0$ agree at infinitely many points, so they are equal.

```lean
private lemma solves_iff (l : ℕ) (g h : ℚ[X]) :
    (∀ r : ℝ, 0 < r → radialOp l (fun s => aeval s (X ^ l * g)) r = aeval r (X ^ l * h))
      ↔ reduced l g = X * h := by
  constructor
  · intro H
    -- polynomials that agree on the half-line are equal
    apply map_injective (algebraMap ℚ ℝ) (algebraMap ℚ ℝ).injective
    apply eq_of_infinite_eval_eq
    refine (Set.Ioi_infinite (0 : ℝ)).mono fun r hr => ?_
    have hr0 : r ≠ 0 := ne_of_gt hr
    have e := H r hr
    rw [radialOp_multipole l g hr0, div_eq_iff hr0] at e
    simp only [mem_ofPred_eq, eval_map_algebraMap, map_mul, map_pow, aeval_X] at e ⊢
    apply mul_left_cancel₀ (pow_ne_zero l hr0)
    linear_combination e
  · intro e r hr
    rw [radialOp_multipole l g hr.ne', e]
    simp only [map_mul, map_pow, aeval_X]
    field_simp
```

The hierarchy theorem has `G n` for $G_n$, and `∃!` means that exactly one such sequence exists. Existence comes from iterating $g\mapsto M_l^{-1}(Xg)$ from 1, uniqueness from induction on the order and the injectivity of $M_l$. The uniqueness is among functions $r^l$ times a rational polynomial; the second-order differential equation has other solutions, which this form excludes. The expansion in $\omega$ motivates the hierarchy, and its convergence is not addressed.

```lean
/-- For `l ≠ 0` the hierarchy `L F₍ₙ₊₁₎ = Fₙ` started from the multipole `F₀ = r^l` has exactly
one solution of the form `Fₙ = r^l Gₙ` with rational polynomials `Gₙ`. -/
theorem response_hierarchy (l : ℕ) (hl : l ≠ 0) :
    ∃! G : ℕ → ℚ[X], G 0 = 1 ∧ ∀ n (r : ℝ), 0 < r →
      radialOp l (fun s => aeval s (X ^ l * G (n + 1))) r = aeval r (X ^ l * G n) := by
  have hb := (reduced_bijective_iff l).mpr hl
  choose S hS using hb.2
  -- iterate the inverse of the reduced operator
  obtain ⟨F, hF0, hF⟩ : ∃ F : ℕ → ℚ[X], F 0 = 1 ∧ ∀ n, reduced l (F (n + 1)) = X * F n :=
    ⟨fun n => (fun g => S (X * g))^[n] 1, by simp,
      fun n => by simp only [Function.iterate_succ_apply', hS]⟩
  refine ⟨F, ⟨hF0, fun n => (solves_iff l (F (n + 1)) (F n)).mpr (hF n)⟩, ?_⟩
  rintro G ⟨h0, h⟩
  funext n
  induction n with
  | zero => rw [h0, hF0]
  | succ n ih =>
    apply hb.1
    rw [(solves_iff l (G (n + 1)) (G n)).mp (h n), ih, hF n]
```

## Rational overlap integrals

The moment theorem states both integrability and rationality. For a monomial, the Gamma-function formula gives $n!/2^{n+1}$. Lean assigns the value zero to the integral of a non-integrable function, so this positive value also establishes integrability. Sums then follow by linearity.

```lean
/-- A rational polynomial is integrable against `e^{-2r}` on the half-line, and the integral
is rational. -/
theorem radial_moment_rational (p : ℚ[X]) :
    IntegrableOn (fun r : ℝ => aeval r p * Real.exp (-(2 * r))) (Ioi 0) ∧
      ∃ q : ℚ, ∫ r in Ioi (0 : ℝ), aeval r p * Real.exp (-(2 * r)) = q := by
  induction p using Polynomial.induction_on' with
  | add p q hp hq =>
    obtain ⟨ip, a, ha⟩ := hp
    obtain ⟨iq, b, hb⟩ := hq
    simp only [map_add, add_mul]
    exact ⟨ip.add iq, a + b, by rw [integral_add ip iq, ha, hb, Rat.cast_add]⟩
  | monomial n a =>
    have e : (1 / 2 : ℝ) ^ ((n : ℝ) + 1) = (1 / 2) ^ (n + 1) := by
      rw [← Real.rpow_natCast, Nat.cast_add, Nat.cast_one]
    have h := Real.integral_rpow_mul_exp_neg_mul_Ioi (a := (n : ℝ) + 1) (r := 2)
      (by positivity) (by norm_num)
    simp only [add_sub_cancel_right, Real.rpow_natCast, e, Real.Gamma_nat_eq_factorial] at h
    -- a nonzero integral can only come from an integrable function
    have hi : Integrable (fun r : ℝ => r ^ n * Real.exp (-(2 * r)))
        (volume.restrict (Ioi 0)) := by
      by_contra hn
      have h0 := integral_undef hn
      rw [h] at h0
      have hpos : (0 : ℝ) < (1 / 2) ^ (n + 1) * n.factorial := by positivity
      exact hpos.ne' h0
    simp only [aeval_monomial, mul_assoc, eq_ratCast]
    refine ⟨hi.const_mul _, a * ((1 / 2) ^ (n + 1) * n.factorial), ?_⟩
    rw [integral_const_mul, h]
    push_cast
    ring
```

The last theorem takes the sequence from the hierarchy and applies the moment result to the polynomial $r^2F_mF_n$. It covers every pair of orders $m,n$ and every $l\neq0$. It concerns the radial integrals alone: the angular factors and the formula that assembles a polarizability from them belong to the derivation by hand.

```lean
/-- For `l ≠ 0` the response hierarchy has a solution `Fₙ = r^l Gₙ` in rational polynomials for
which every integral of `r² Fₘ Fₙ e^{-2r}` over the half-line is rational. -/
theorem response_moments_rational (l : ℕ) (hl : l ≠ 0) :
    ∃ G : ℕ → ℚ[X], (G 0 = 1 ∧ ∀ n (r : ℝ), 0 < r →
      radialOp l (fun s => aeval s (X ^ l * G (n + 1))) r = aeval r (X ^ l * G n)) ∧
      ∀ m n, ∃ q : ℚ, ∫ r in Ioi (0 : ℝ), r ^ 2 * aeval r (X ^ l * G m) *
        aeval r (X ^ l * G n) * Real.exp (-(2 * r)) = q := by
  obtain ⟨G, hG, -⟩ := response_hierarchy l hl
  refine ⟨G, hG, fun m n => ?_⟩
  obtain ⟨-, q, hq⟩ := radial_moment_rational (X ^ 2 * (X ^ l * G m) * (X ^ l * G n))
  refine ⟨q, ?_⟩
  simpa only [map_mul, map_pow, aeval_X] using hq

end

end HydrogenSternheimer
```

```lean
#print axioms HydrogenSternheimer.ham_add_half
-- 'HydrogenSternheimer.ham_add_half' depends on axioms: [propext, Classical.choice, Quot.sound]
#print axioms HydrogenSternheimer.dipole_bijection
-- 'HydrogenSternheimer.dipole_bijection' depends on axioms: [propext, Classical.choice, Quot.sound]
#print axioms HydrogenSternheimer.response_moments_rational
-- 'HydrogenSternheimer.response_moments_rational' depends on axioms: [propext, Classical.choice, Quot.sound]
```
